# Landau levels on polynomial wavefunctions from two commuting oscillators

An exact diagonalisation for electrons confined to a plane in a strong perpendicular magnetic field usually keeps one or a few Landau levels, so it needs a list of the orbitals in each level kept. The problems below produce that list for one spinless, non-interacting particle in a plane with a uniform perpendicular field, for wavefunctions that are a polynomial times a fixed Gaussian.

Let ℓ be the magnetic length, and let z = (x + iy)/(√2 ℓ) with complex conjugate w. In the symmetric gauge, with the field direction chosen to suit the sign of the charge, the kinetic energy in units of the cyclotron energy ħω_c is

−∂_z∂_w + zw/4 + (w∂_w − z∂_z)/2.

Write the wavefunction as p(z, w) exp(−zw/2). On the factor p, ∂_z becomes ∂_z − w/2 and ∂_w becomes ∂_w − z/2. Collecting terms leaves

H = w∂_w − ∂_z∂_w + 1/2.

The Lean code starts from this H and treats z and w as independent variables. Going from polynomials times the Gaussian to all square-integrable wavefunctions takes a completeness argument that is not given here.

```lean
import Mathlib

open MvPolynomial

namespace LandauLevels

noncomputable section

/-- Complex polynomials in two variables, `z = X 0` and `w = X 1`. -/
abbrev Poly := MvPolynomial (Fin 2) ℂ
```

Operators are linear maps from polynomials to polynomials. Their product `*` is composition, and `1` is the identity.

```lean
/-- Multiplication by `z`. -/
def mulZ : Module.End ℂ Poly := LinearMap.mulLeft ℂ (X 0)

/-- Multiplication by `w`. -/
def mulW : Module.End ℂ Poly := LinearMap.mulLeft ℂ (X 1)

/-- The partial derivative with respect to `z`. -/
def dZ : Module.End ℂ Poly := (pderiv (0 : Fin 2) : Derivation ℂ Poly Poly).toLinearMap

/-- The partial derivative with respect to `w`. -/
def dW : Module.End ℂ Poly := (pderiv (1 : Fin 2) : Derivation ℂ Poly Poly).toLinearMap
```

The two pairs of ladder operators are a = ∂_w, a† = w − ∂_z and b = ∂_z, b† = z − ∂_w. The dagger is only part of the name, since no inner product is defined.

```lean
/-- The operator `a = ∂_w`, which lowers the Landau level. -/
def a : Module.End ℂ Poly := dW

/-- The operator `a† = w - ∂_z`, which raises the Landau level. -/
def aDag : Module.End ℂ Poly := mulW - dZ

/-- The lowering operator `b = ∂_z` of the second oscillator. -/
def b : Module.End ℂ Poly := dZ

/-- The raising operator `b† = z - ∂_w` of the second oscillator. -/
def bDag : Module.End ℂ Poly := mulZ - dW

/-- The Landau Hamiltonian `w ∂_w - ∂_z ∂_w + 1/2`, in units of the cyclotron energy,
acting on the polynomial factor of the wavefunction. -/
def hamiltonian : Module.End ℂ Poly := mulW * dW - dZ * dW + (1 / 2 : ℂ) • 1
```

## (a) Positions and derivatives

Show that each derivative has unit commutator with its own variable, and that all other pairs commute:

[∂_z, z] = [∂_w, w] = 1,
[∂_z, w] = [∂_w, z] = [∂_z, ∂_w] = [z, w] = 0.

**Solution.** The product rule gives ∂_z(zp) = p + z∂_z p and ∂_z(wp) = w∂_z p, and likewise for ∂_w. The commutator of ∂_z and ∂_w again obeys the product rule and sends both z and w to zero, so it vanishes on every polynomial. Multiplications commute.

In Lean, `Derivation.leibniz` is the product rule, and `derivation_ext` reduces the mixed derivatives to the two variables.

```lean
/-- Each derivative has commutator one with its own variable; all other pairs among
`z`, `w`, `∂_z`, `∂_w` commute. -/
theorem weyl_relations :
    dZ * mulZ - mulZ * dZ = 1 ∧ dW * mulW - mulW * dW = 1 ∧
    dZ * mulW = mulW * dZ ∧ dW * mulZ = mulZ * dW ∧
    dZ * dW = dW * dZ ∧ mulZ * mulW = mulW * mulZ := by
  refine ⟨?_, ?_, ?_, ?_, ?_, ?_⟩ <;> refine LinearMap.ext fun p => ?_
  · simp [dZ, mulZ, Module.End.mul_apply, Derivation.leibniz]
  · simp [dW, mulW, Module.End.mul_apply, Derivation.leibniz]
  · simp [dZ, mulW, Module.End.mul_apply, Derivation.leibniz]
  · simp [dW, mulZ, Module.End.mul_apply, Derivation.leibniz]
  · -- the commutator of two derivations is a derivation, and it kills both variables
    have h : ⁅(pderiv 0 : Derivation ℂ Poly Poly), (pderiv 1 : Derivation ℂ Poly Poly)⁆ = 0 :=
      MvPolynomial.derivation_ext fun i => by
        fin_cases i <;> simp [Derivation.commutator_apply]
    have h' := DFunLike.congr_fun h p
    rw [Derivation.commutator_apply] at h'
    exact sub_eq_zero.1 h'
  · exact mul_left_comm (X 0 : Poly) (X 1) p
```

## (b) Two independent oscillators

Show that each pair obeys the oscillator relation and that the pairs commute with each other:

[a, a†] = [b, b†] = 1,
[a, b] = [a, b†] = [a†, b] = [a†, b†] = 0.

**Solution.** Expand and use (a):

[a, a†] = [∂_w, w] − [∂_w, ∂_z] = 1
[b, b†] = [∂_z, z] − [∂_z, ∂_w] = 1
[a, b] = [∂_w, ∂_z] = 0
[a, b†] = [∂_w, z] − [∂_w, ∂_w] = 0
[a†, b] = [w, ∂_z] − [∂_z, ∂_z] = 0
[a†, b†] = [w, z] − [w, ∂_w] − [∂_z, z] + [∂_z, ∂_w] = 0 + 1 − 1 + 0 = 0

Each `linear_combination` names the relations from (a) that are added or subtracted; `abel` collects the terms without reordering any operator product.

```lean
/-- The pairs `a, a†` and `b, b†` each obey the oscillator commutation relation, and
each member of one pair commutes with each member of the other. -/
theorem two_oscillators :
    a * aDag - aDag * a = 1 ∧ b * bDag - bDag * b = 1 ∧
    a * b = b * a ∧ a * bDag = bDag * a ∧
    aDag * b = b * aDag ∧ aDag * bDag = bDag * aDag := by
  obtain ⟨h1, h2, h3, h4, h5, h6⟩ := weyl_relations
  unfold a aDag b bDag
  refine ⟨?_, ?_, h5.symm, ?_, ?_, ?_⟩
  · simp only [mul_sub, sub_mul]
    linear_combination (norm := abel) h2 + h5
  · simp only [mul_sub, sub_mul]
    linear_combination (norm := abel) h1 - h5
  · simp only [mul_sub, sub_mul]
    linear_combination (norm := abel) h4
  · simp only [mul_sub, sub_mul]
    linear_combination (norm := abel) -h3
  · simp only [mul_sub, sub_mul]
    linear_combination (norm := abel) h2 - h1 + h5 - h6
```

## (c) Angular momentum

Express the difference of the two number operators through the canonical angular momentum −i(x∂_y − y∂_x), in units of ħ. In the variables z and w this operator is z∂_z − w∂_w, and it keeps that form on the factor p because it gives zero on the Gaussian. In a magnetic field it is not the mechanical angular momentum, mass times r × v. The claim is

b†b − a†a = z∂_z − w∂_w.

**Solution.** The left side is

(z − ∂_w)∂_z − (w − ∂_z)∂_w = z∂_z − w∂_w − ∂_w∂_z + ∂_z∂_w,

and the last two terms cancel by (a). That relation is `h5` in the proof.

```lean
/-- The difference of the two number operators is the angular momentum
`z ∂_z - w ∂_w`. -/
theorem angular_momentum : bDag * b - aDag * a = mulZ * dZ - mulW * dW := by
  have h5 := weyl_relations.2.2.2.2.1
  unfold a aDag b bDag
  simp only [sub_mul]
  linear_combination (norm := abel) h5
```

## (d) The Hamiltonian as a number operator

Show that the energy counts quanta of the first oscillator:

H = a†a + 1/2.

**Solution.** a†a = (w − ∂_z)∂_w = w∂_w − ∂_z∂_w. Adding 1/2 gives H. The Lean proof unfolds the definitions and expands the same product.

```lean
/-- The Landau Hamiltonian is the number operator `a† a` plus one half. -/
theorem hamiltonian_eq : hamiltonian = aDag * a + (1 / 2 : ℂ) • 1 := by
  rw [hamiltonian, aDag, a, sub_mul]
```

## (e) States annihilated by a

Show that a annihilates exactly the polynomials in z alone:

ap = 0 ⇔ p = f(z) for some one-variable polynomial f.

**Solution.** Write p = Σ c_m z^(m₀) w^(m₁), where m = (m₀, m₁). The operator w∂_w multiplies c_m by m₁. If ∂_w p = 0, then m₁c_m = 0 for every m, so only terms with m₁ = 0 survive. Conversely, ∂_w f(z) = 0.

The coefficient rule is `euler`, proved for monomials and extended to sums. The expression `Polynomial.aeval (X 0 : Poly) f` is f(z).

```lean
/-- A polynomial is annihilated by `a` exactly when it is a polynomial in `z` alone. -/
theorem lowest_landau_level (p : Poly) :
    a p = 0 ↔ ∃ f : Polynomial ℂ, p = Polynomial.aeval (X 0 : Poly) f := by
  constructor
  · intro h
    -- the Euler operator `w ∂_w` multiplies each coefficient by the power of `w`
    have euler : ∀ (q : Poly) (m : Fin 2 →₀ ℕ),
        coeff m (X 1 * pderiv 1 q) = (m 1 : ℂ) * coeff m q := by
      intro q m
      induction q using MvPolynomial.induction_on' with
      | monomial u c =>
        rw [X_mul_pderiv_monomial, coeff_smul, coeff_monomial]
        split_ifs with e
        · rw [e, nsmul_eq_mul]
        · simp
      | add p q hp hq => rw [map_add, mul_add, coeff_add, coeff_add, hp, hq, mul_add]
    refine ⟨∑ m ∈ p.support, Polynomial.monomial (m 0) (coeff m p), p.as_sum.trans ?_⟩
    rw [map_sum]
    refine Finset.sum_congr rfl fun m hm => ?_
    have e := euler p m
    rw [show pderiv 1 p = 0 from h, mul_zero, coeff_zero] at e
    have m1 : m 1 = 0 := by
      exact_mod_cast (mul_eq_zero.mp e.symm).resolve_right (mem_support_iff.mp hm)
    rw [Polynomial.aeval_monomial, monomial_eq, Finsupp.prod_fintype _ _ (by simp),
      Fin.prod_univ_two, m1, pow_zero, mul_one]
    rfl
  · rintro ⟨f, rfl⟩
    change pderiv 1 (Polynomial.aeval (X 0 : Poly) f) = 0
    rw [Derivation.map_aeval, pderiv_X_of_ne (by decide), smul_zero]
```

## (f) Lowering comes to an end

Show that repeated lowering removes any polynomial:

for every p there is a natural number k with aᵏp = 0.

**Solution.** Build p from constants by sums and by multiplication with x = z or x = w. A constant vanishes after one step. If aᵏp = 0 and aˡq = 0, then aᵏ⁺ˡ(p + q) = 0.

For products, claim that aᵏp = 0 implies aᵏ⁺¹(px) = 0. For k = 0, p is zero. For the next k, use

a(px) = (ap)x + cp, with c = 0 for x = z and c = 1 for x = w.

If aᵏ⁺¹p = 0, applying aᵏ⁺¹ to this equation kills the last term, and it kills (ap)x by the claim for k applied to ap. This inner induction is `step`; the outer one follows the construction of p.

```lean
/-- Every polynomial is annihilated after finitely many applications of `a`. -/
theorem lowering_terminates (p : Poly) : ∃ k : ℕ, (a ^ k) p = 0 := by
  -- multiplying by a variable costs at most one more lowering step
  have step : ∀ (i : Fin 2) (k : ℕ) (p : Poly),
      (a ^ k) p = 0 → (a ^ (k + 1)) (p * X i) = 0 := by
    intro i k
    induction k with
    | zero =>
      intro p hp
      have h0 : p = 0 := hp
      rw [h0, zero_mul, map_zero]
    | succ k ih =>
      intro p hp
      obtain ⟨c, hc⟩ : ∃ c : ℂ, a (p * X i) = a p * X i + c • p := by
        fin_cases i
        · exact ⟨0, by simp [a, dW, Derivation.leibniz, mul_comm]⟩
        · exact ⟨1, by simp [a, dW, Derivation.leibniz, mul_comm, add_comm]⟩
      rw [pow_succ, Module.End.mul_apply, hc, map_add, map_smul, hp, smul_zero, add_zero]
      exact ih _ (by rwa [pow_succ, Module.End.mul_apply] at hp)
  induction p using MvPolynomial.induction_on with
  | C c => exact ⟨1, by simp [a, dW]⟩
  | add p q hp hq =>
    obtain ⟨k, hk⟩ := hp
    obtain ⟨l, hl⟩ := hq
    have h1 : (a ^ (k + l)) p = 0 := by
      rw [add_comm, pow_add, Module.End.mul_apply, hk, map_zero]
    have h2 : (a ^ (k + l)) q = 0 := by
      rw [pow_add, Module.End.mul_apply, hl, map_zero]
    exact ⟨k + l, by rw [map_add, h1, h2, add_zero]⟩
  | mul_X p i hp =>
    obtain ⟨k, hk⟩ := hp
    exact ⟨k + 1, step i k p hk⟩
```

## (g) Possible numbers of quanta

Show that a nonzero eigenvector of a†a has a natural-number eigenvalue:

a†ap = μp, p ≠ 0 ⇒ μ = n for some n = 0, 1, 2, …

**Solution.** Apply [a, a†] = 1 to ap:

a(a†ap) − a†a(ap) = ap, hence a†a(ap) = (μ − 1)ap.

Each lowering reduces the eigenvalue by one. By (f) there is a last nonzero vector aⁿp. Its eigenvalue is μ − n, but a annihilates it, so μ − n = 0.

Lean runs this descent as an induction on the k of (f), splitting on whether ap = 0. Here μ is any complex number; its being real is a conclusion.

```lean
/-- Every eigenvalue of `a† a` belonging to a nonzero polynomial is a natural number. -/
theorem number_eigenvalue {μ : ℂ} {p : Poly} (hp : p ≠ 0) (h : aDag (a p) = μ • p) :
    ∃ n : ℕ, μ = n := by
  obtain ⟨k, hk⟩ := lowering_terminates p
  induction k generalizing p μ with
  | zero => exact absurd hk hp
  | succ k ih =>
    by_cases h0 : a p = 0
    · rw [h0, map_zero] at h
      exact ⟨0, by simpa [hp] using h.symm⟩
    · -- lowering the state lowers the eigenvalue by one
      have c : a (aDag (a p)) - aDag (a (a p)) = a p :=
        LinearMap.congr_fun two_oscillators.1 (a p)
      rw [h, map_smul] at c
      have e : aDag (a (a p)) = (μ - 1) • a p := by
        linear_combination (norm := module) -c
      obtain ⟨n, hn⟩ := ih h0 e (by rwa [pow_succ, Module.End.mul_apply] at hk)
      exact ⟨n + 1, by push_cast; linear_combination hn⟩
```

## (h) Raising loses nothing

Show that a† is injective:

a†q = 0 ⇒ q = 0.

**Solution.** If a†q = 0, then [a, a†]q = q reads −a†aq = q. A nonzero q would have number eigenvalue −1, contradicting (g). For a linear map this implication is injectivity, which is how `injective_iff_map_eq_zero` enters.

```lean
/-- The raising operator `a†` sends distinct polynomials to distinct polynomials. -/
theorem raising_injective : Function.Injective aDag := by
  refine (injective_iff_map_eq_zero aDag).2 fun q hq => ?_
  by_contra hne
  -- a state killed by `a†` would have number eigenvalue `-1`
  have c : a (aDag q) - aDag (a q) = q := LinearMap.congr_fun two_oscillators.1 q
  rw [hq, map_zero] at c
  obtain ⟨n, hn⟩ := number_eigenvalue (μ := -1) hne
    (by linear_combination (norm := module) -c)
  exact Nat.cast_add_one_ne_zero (R := ℂ) n (by rw [← hn]; norm_num)
```

## (i) All states of one level

For n = 0, 1, 2, …, find every polynomial in the n-th level:

Hp = (n + 1/2)p ⇔ p = (a†)ⁿf(z) for some one-variable polynomial f.

**Solution.** By (d) the left side says a†ap = np. Use induction on n.

For n = 0, a†(ap) = 0 means ap = 0 by (h), and (e) gives p = f(z).

Now let a†ap = (n + 1)p. As in (g), a†a(ap) = n ap, so ap = (a†)ⁿf(z) by induction. Raising gives

(n + 1)p = a†ap = (a†)ⁿ⁺¹f(z),

and division by n + 1 finishes this direction.

Conversely, let q = (a†)ⁿf(z), so a†aq = nq. Then aa†q = (n + 1)q, and applying a† gives a†a(a†q) = (n + 1)a†q.

The Lean proof makes the same three moves, with the factor 1/(n + 1) absorbed into f. The zero polynomial is included, with f = 0. The vectors are unnormalised: with weight exp(−|z|²)/π over the plane of z, the normalised polynomial built from f = zᵐ is (a†)ⁿzᵐ/√(n! m!).

```lean
/-- The polynomials of energy `n + 1/2` are exactly those obtained by applying `a†`
`n` times to a polynomial in `z` alone. -/
theorem landau_level (n : ℕ) (p : Poly) :
    hamiltonian p = ((n : ℂ) + 1 / 2) • p ↔
      ∃ f : Polynomial ℂ, p = (aDag ^ n) (Polynomial.aeval (X 0 : Poly) f) := by
  have hH : hamiltonian p = aDag (a p) + (1 / 2 : ℂ) • p := by rw [hamiltonian_eq]; rfl
  rw [hH, add_smul, add_left_inj]
  clear hH
  induction n generalizing p with
  | zero =>
    have e : aDag (a p) = 0 ↔ a p = 0 := map_eq_zero_iff aDag raising_injective
    rw [Nat.cast_zero, zero_smul, e, lowest_landau_level]
    rfl
  | succ n ih =>
    constructor
    · intro h
      -- lower once, use the level below, and raise back
      have c : a (aDag (a p)) - aDag (a (a p)) = a p :=
        LinearMap.congr_fun two_oscillators.1 (a p)
      rw [h, map_smul, Nat.cast_succ] at c
      obtain ⟨f, hf⟩ := (ih (a p)).1 (by linear_combination (norm := module) -c)
      refine ⟨((n + 1 : ℕ) : ℂ)⁻¹ • f, ?_⟩
      rw [map_smul, map_smul, pow_succ', Module.End.mul_apply, ← hf, h,
        inv_smul_smul₀ (Nat.cast_ne_zero.2 n.succ_ne_zero)]
    · rintro ⟨f, rfl⟩
      have hq := (ih _).2 ⟨f, rfl⟩
      have c := LinearMap.congr_fun two_oscillators.1
        ((aDag ^ n) (Polynomial.aeval (X 0 : Poly) f))
      rw [LinearMap.sub_apply, Module.End.mul_apply, Module.End.mul_apply,
        Module.End.one_apply, hq] at c
      rw [pow_succ', Module.End.mul_apply, sub_eq_iff_eq_add.1 c, map_add, map_smul,
        Nat.cast_succ]
      module
```

## (j) The energies

Find all energies of H on nonzero polynomials:

Hp = Ep for some p ≠ 0 ⇔ E = n + 1/2 for some n = 0, 1, 2, …

**Solution.** If Hp = Ep, then a†ap = (E − 1/2)p, and (g) gives E − 1/2 = n. Conversely, (a†)ⁿ1 has energy n + 1/2 by (i) with f = 1, and it is nonzero because 1 is nonzero and a† is injective. Explicitly it is wⁿ. In Lean, `ne` is the statement that these vectors never vanish. Restoring units, the energies are ħω_c(n + 1/2).

```lean
/-- The energies of the Landau Hamiltonian on nonzero polynomials are exactly
`n + 1/2` with `n` a natural number. -/
theorem landau_spectrum (E : ℂ) :
    (∃ p : Poly, p ≠ 0 ∧ hamiltonian p = E • p) ↔ ∃ n : ℕ, E = n + 1 / 2 := by
  constructor
  · rintro ⟨p, hp, h⟩
    have hH : hamiltonian p = aDag (a p) + (1 / 2 : ℂ) • p := by rw [hamiltonian_eq]; rfl
    rw [hH] at h
    obtain ⟨n, hn⟩ := number_eigenvalue (μ := E - 1 / 2) hp
      (by rw [sub_smul, ← h, add_sub_cancel_right])
    exact ⟨n, by linear_combination hn⟩
  · rintro ⟨n, rfl⟩
    -- raising the constant polynomial never gives zero
    have ne : ∀ n : ℕ, (aDag ^ n) (1 : Poly) ≠ 0 := by
      intro n
      induction n with
      | zero => exact one_ne_zero
      | succ n ih =>
        rw [pow_succ', Module.End.mul_apply]
        exact fun h => ih (raising_injective (h.trans (map_zero aDag).symm))
    exact ⟨(aDag ^ n) 1, ne n, (landau_level n _).2
      ⟨1, by rw [map_one (Polynomial.aeval (X 0 : Poly))]⟩⟩

end

end LandauLevels
```
```lean
#print axioms LandauLevels.two_oscillators
#print axioms LandauLevels.angular_momentum
#print axioms LandauLevels.landau_spectrum
```

```
'LandauLevels.two_oscillators' depends on axioms: [propext, Classical.choice, Quot.sound]
'LandauLevels.angular_momentum' depends on axioms: [propext, Classical.choice, Quot.sound]
'LandauLevels.landau_spectrum' depends on axioms: [propext, Classical.choice, Quot.sound]
```
